# Mean square displacement and vanishing recoil-free fraction of a growing classical harmonic chain

One way to estimate a Mössbauer recoil-free fraction f from a classical simulation in a periodic cell is to average the squared displacement x² of the nucleus from its mean position along the γ-ray direction, measured relative to the centre of mass, and to insert the average in the Gaussian formula

f = exp(−k²⟨x²⟩),

where k is the wave number of the γ ray. For a ring of N identical atoms joined by nearest-neighbour springs of constant K, at thermal energy T (Boltzmann's constant times the temperature), the number to insert is

⟨x₀²⟩ = (T/K) (N² − 1)/(12N).

It grows like N/12 in units of T/K, so for this one-dimensional classical model f depends on the cell size and tends to zero at fixed K, T > 0 and k ≠ 0. With k²T/K = 0.1, for example, f is 0.921 for N = 10, 0.435 for N = 100 and 0.00024 for N = 1000.

## From equipartition to a lattice equation

Let xⱼ be the displacement of atom j, with j counted modulo N, and let cⱼ = ⟨x₀xⱼ⟩. The force that pulls atom j back is K(2xⱼ − xⱼ₊₁ − xⱼ₋₁). If the xⱼ were independent coordinates, generalized equipartition would make the average of x₀ times this force T for j = 0 and zero otherwise. With the centre of mass fixed they are not independent: Σⱼ xⱼ = 0, and equipartition applies only to motions with zero sum. This replaces Tδⱼ₀ by its part with zero mean, T(δⱼ₀ − 1/N):

K(2cⱼ − cⱼ₊₁ − cⱼ₋₁) = T(δⱼ₀ − 1/N),  Σⱼ cⱼ = 0.

With c = (T/K)u, this becomes

2uⱼ − uⱼ₊₁ − uⱼ₋₁ = δⱼ₀ − 1/N,  Σⱼ uⱼ = 0.

## Solving the equation without mode sums

Try the quadratic profile

gⱼ = (N² − 1)/(12N) − qⱼ/(2N),  qⱼ = j(N − j),  j = 0, …, N − 1.

Since q vanishes at both j = 0 and j = N, the formula also holds at j = N, where the ring closes. For 1 ≤ j ≤ N − 1,

2qⱼ − qⱼ₊₁ − qⱼ₋₁ = 2,

which gives −1/N for g. At site 0 both neighbours have q = N − 1, so the left side for g is 2(N − 1)/(2N) = 1 − 1/N, as required. The mean vanishes because

Σⱼ qⱼ = N·N(N − 1)/2 − (N − 1)N(2N − 1)/6 = N(N² − 1)/6,

and dividing by 2N gives (N² − 1)/12, which is N times the constant term of g.

For uniqueness, write (Lu)ⱼ = 2uⱼ − uⱼ₊₁ − uⱼ₋₁. Shifting the summation index gives Σⱼ vⱼ(Lu)ⱼ = Σⱼ (Lv)ⱼuⱼ. Choose vⱼ = gⱼ₋ᵢ, for which (Lv)ⱼ = δⱼᵢ − 1/N. If u has zero mean, then

Σⱼ gⱼ₋ᵢ(Lu)ⱼ = uᵢ − (1/N) Σⱼ uⱼ = uᵢ.

The forces therefore determine u. Hence u = g and u₀ = (N² − 1)/(12N).

Without the zero-mean condition the equation does not fix u₀. For N = 2, both (1/8, −1/8) and (0, −1/4) solve it. Subtracting g₀ from g in the same way on every ring gives u₀ = 0 and f = 1 for all N, so the limit fails too, although for N ≥ 2 such numbers are not correlations of any actual motion.

Finally, a centred Gaussian displacement of mean square s has ⟨exp(ikx)⟩ = exp(−k²s/2), whose squared modulus is exp(−k²s). With N = n + 1,

(N² − 1)/(12N) = n(n + 2)/(12(n + 1)) ≥ n/12,

so 0 ≤ f ≤ exp(−k²Tn/(12K)), and f → 0.

## The ring and its Green function in Lean

Sites are elements of `ZMod N`, whose addition wraps around.

```lean
import Mathlib

open Filter ProbabilityTheory

namespace PeriodicChainRecoil

noncomputable section
```

The operator L is `restoring`. Its sign is opposite to that of the usual discrete Laplacian.

```lean
/-- The restoring force at site `j` of a periodic nearest-neighbour chain with displacements `u`,
in units of the spring constant and counted positive against the displacement. -/
def restoring {N : ℕ} (u : ZMod N → ℝ) (j : ZMod N) : ℝ :=
  2 * u j - u (j + 1) - u (j - 1)
```

The profile g is `green`; `j.val` is the representative of j between 0 and N − 1.

```lean
/-- The quadratic profile `(N² - 1)/(12 N) - j (N - j)/(2 N)`, with `j = 0, ..., N - 1`,
on a ring of `N ≥ 1` sites. -/
def green (N : ℕ) (j : ZMod N) : ℝ :=
  ((N : ℝ) ^ 2 - 1) / (12 * N) - (j.val : ℝ) * (N - j.val) / (2 * N)
```

The next lemma extends the formula to m = N. Below N it is the definition; at N both sides reduce to the value at site 0.

```lean
/-- The quadratic formula for the profile also holds at `m = N`, where the ring closes. -/
theorem green_natCast (N : ℕ) [NeZero N] {m : ℕ} (hm : m ≤ N) :
    green N (m : ZMod N) = ((N : ℝ) ^ 2 - 1) / (12 * N) - (m : ℝ) * (N - m) / (2 * N) := by
  rcases hm.lt_or_eq with h | h
  · simp only [green, ZMod.val_natCast_of_lt h]
  · subst h
    simp [green]
```

The lattice equation is checked in two cases. At site 0 the left neighbour is identified with N − 1; elsewhere it is m − 1. In each case `field_simp` and `ring` do the algebra. The assumption `[NeZero N]` means N ≥ 1. For N = 1 both sides are zero, and for N = 2 two springs join the same pair of atoms.

```lean
/-- The profile balances a unit force at site `0` and a uniform counterforce `-1/N`. -/
theorem restoring_green (N : ℕ) [NeZero N] (j : ZMod N) :
    restoring (green N) j = (if j = 0 then 1 else 0) - 1 / (N : ℝ) := by
  have hN : (N : ℝ) ≠ 0 := Nat.cast_ne_zero.mpr (NeZero.ne N)
  obtain ⟨m, hm, rfl⟩ : ∃ m : ℕ, m < N ∧ (m : ZMod N) = j :=
    ⟨j.val, ZMod.val_lt j, ZMod.natCast_zmod_val j⟩
  have h0 := green_natCast N hm.le
  have hr := green_natCast N (show m + 1 ≤ N from hm)
  push_cast at hr
  by_cases hm0 : m = 0
  · -- the left neighbour of site 0 is site N - 1
    subst hm0
    have h1 : 1 ≤ N := hm
    have e : ((N - 1 : ℕ) : ZMod N) = 0 - 1 := by
      rw [Nat.cast_sub h1, Nat.cast_one, ZMod.natCast_self]
    have hl := green_natCast N (Nat.sub_le N 1)
    rw [e, Nat.cast_sub h1, Nat.cast_one] at hl
    simp only [Nat.cast_zero] at h0 hr ⊢
    rw [restoring, h0, hr, hl, if_pos trivial]
    field_simp
    ring
  · have h1 : 1 ≤ m := Nat.one_le_iff_ne_zero.mpr hm0
    have e : ((m - 1 : ℕ) : ZMod N) = (m : ZMod N) - 1 := by
      rw [Nat.cast_sub h1, Nat.cast_one]
    have hl := green_natCast N (show m - 1 ≤ N by omega)
    rw [e, Nat.cast_sub h1, Nat.cast_one] at hl
    have hne : (m : ZMod N) ≠ 0 := by
      intro h
      have hv := ZMod.val_natCast_of_lt hm
      rw [h, ZMod.val_zero] at hv
      omega
    rw [restoring, h0, hr, hl, if_neg hne]
    field_simp
    ring
```

For the mean, the sum over the ring is rewritten as a sum over 0, …, N − 1, and induction gives the closed form of its partial sums.

```lean
/-- The profile has zero mean over the ring. -/
theorem sum_green (N : ℕ) [NeZero N] : ∑ j, green N j = 0 := by
  have hN : (N : ℝ) ≠ 0 := Nat.cast_ne_zero.mpr (NeZero.ne N)
  have h : ∑ j, green N j = ∑ m ∈ Finset.range N,
      (((N : ℝ) ^ 2 - 1) / (12 * N) - (m : ℝ) * (N - m) / (2 * N)) := by
    refine Finset.sum_nbij' (fun j => j.val) (fun m => (m : ZMod N)) ?_ ?_ ?_ ?_ ?_
    · intro j _
      exact Finset.mem_range.2 (ZMod.val_lt j)
    · intro m _
      exact Finset.mem_univ _
    · intro j _
      exact ZMod.natCast_zmod_val j
    · intro m hm
      exact ZMod.val_natCast_of_lt (Finset.mem_range.1 hm)
    · intro j _
      rfl
  -- closed form of the partial sums
  have hs : ∀ (a : ℝ) (n : ℕ), ∑ m ∈ Finset.range n, (a - (m : ℝ) * (N - m) / (2 * N)) =
      n * a - (N * (n * (n - 1) / 2) - n * (n - 1) * (2 * n - 1) / 6) / (2 * N) := by
    intro a n
    induction n with
    | zero => simp
    | succ n ih =>
      rw [Finset.sum_range_succ, ih]
      push_cast
      ring
  rw [h, hs]
  field_simp
  ring
```

## Symmetry and recovery from forces

Reindexing by a shift of one site, `Equiv.addRight`, moves the neighbour terms from u to v.

```lean
/-- The restoring operator of the ring is symmetric. -/
theorem restoring_symm {N : ℕ} [NeZero N] (v u : ZMod N → ℝ) :
    ∑ j, v j * restoring u j = ∑ j, restoring v j * u j := by
  have h1 : ∑ j, v j * u (j + 1) = ∑ j, v (j - 1) * u j := by
    have h := Equiv.sum_comp (Equiv.addRight (1 : ZMod N)) (fun j => v (j - 1) * u j)
    simpa using h
  have h2 : ∑ j, v j * u (j - 1) = ∑ j, v (j + 1) * u j := by
    have h := Equiv.sum_comp (Equiv.addRight (1 : ZMod N)) (fun j => v j * u (j - 1))
    simpa using h.symm
  have h3 : ∑ j, v j * (2 * u j) = ∑ j, 2 * v j * u j :=
    Finset.sum_congr rfl fun j _ => by ring
  simp only [restoring, mul_sub, sub_mul, Finset.sum_sub_distrib]
  linarith
```

Applying this symmetry to the shifted profile gives the recovery formula. In the code, `hv` is the shifted lattice equation, and `hu` removes the uniform term.

```lean
/-- Every displacement pattern with zero mean is recovered from its restoring forces by
summing shifted copies of the profile `green`. -/
theorem eq_sum_green {N : ℕ} [NeZero N] (u : ZMod N → ℝ) (hu : ∑ j, u j = 0) (i : ZMod N) :
    u i = ∑ j, green N (j - i) * restoring u j := by
  have hv : ∀ j, restoring (fun j => green N (j - i)) j =
      (if j = i then 1 else 0) - 1 / (N : ℝ) := by
    intro j
    have h := restoring_green N (j - i)
    simp only [restoring] at h ⊢
    rw [show j + 1 - i = j - i + 1 by ring, show j - 1 - i = j - i - 1 by ring, h]
    by_cases hj : j = i
    · simp [hj]
    · simp [hj, sub_eq_zero]
  have h := restoring_symm (fun j => green N (j - i)) u
  simp only [hv, sub_mul, Finset.sum_sub_distrib, ← Finset.mul_sum, hu, ite_mul, one_mul,
    zero_mul, Finset.sum_ite_eq', Finset.mem_univ, if_true, mul_zero, sub_zero] at h
  exact h.symm
```

## Thermal correlations and their unique solution

The two physical relations enter as the fields of a structure. They are assumed here, not derived from a Boltzmann distribution.

```lean
/-- The two relations that the classical correlations `c j = ⟨x₀ xⱼ⟩` of a harmonic ring satisfy at
thermal energy `T > 0` and spring constant `K > 0`: the centre of mass is fixed, and generalized
equipartition holds on the remaining motions. The signs of `K` and `T` are not part of the
structure. -/
structure IsThermalCorrelation {N : ℕ} [NeZero N] (K T : ℝ) (c : ZMod N → ℝ) : Prop where
  centred : ∑ j, c j = 0
  equipartition : ∀ j, K * restoring c j = T * ((if j = 0 then 1 else 0) - 1 / (N : ℝ))
```

For any K ≠ 0 they hold exactly when c is T/K times `green`. The forward direction compares the recovery formulas for c and `green`; the reverse direction substitutes the profile, which shows that a solution exists on every ring.

```lean
/-- For `K ≠ 0`, the relations of a thermal correlation have exactly one solution,
`T/K` times the profile `green`. -/
theorem isThermalCorrelation_iff {N : ℕ} [NeZero N] {K T : ℝ} (hK : K ≠ 0) (c : ZMod N → ℝ) :
    IsThermalCorrelation K T c ↔ ∀ j, c j = T / K * green N j := by
  have hk : K * (T / K) = T := by field_simp
  constructor
  · intro h i
    rw [eq_sum_green c h.centred i, eq_sum_green (green N) (sum_green N) i, Finset.mul_sum]
    refine Finset.sum_congr rfl fun j _ => ?_
    have e : restoring c j = T / K * restoring (green N) j := by
      apply mul_left_cancel₀ hK
      rw [h.equipartition j, ← restoring_green N j, ← mul_assoc, hk]
    rw [e]
    ring
  · intro h
    refine ⟨by simp only [h, ← Finset.mul_sum, sum_green, mul_zero], fun j => ?_⟩
    rw [← restoring_green N j]
    simp only [restoring, h]
    linear_combination (2 * green N j - green N (j + 1) - green N (j - 1)) * hk
```

The purely mathematical statement has the same proof with unit constants, together with the value at the origin.

```lean
/-- A mean-zero `u` solves `2 uⱼ - uⱼ₊₁ - uⱼ₋₁ = δⱼ₀ - 1/N` exactly when it is the profile
`green`, and the value of that profile at the origin is `(N² - 1)/(12 N)`. -/
theorem lattice_poisson (N : ℕ) [NeZero N] :
    (∀ u : ZMod N → ℝ, (∑ j, u j = 0 ∧
      ∀ j, restoring u j = (if j = 0 then 1 else 0) - 1 / (N : ℝ)) ↔ u = green N) ∧
    green N 0 = ((N : ℝ) ^ 2 - 1) / (12 * N) := by
  refine ⟨fun u => ⟨fun h => ?_, fun h => ?_⟩, by simp [green]⟩
  · funext i
    rw [eq_sum_green u h.1 i, eq_sum_green (green N) (sum_green N) i]
    exact Finset.sum_congr rfl fun j _ => by rw [h.2 j, restoring_green N j]
  · subst h
    exact ⟨sum_green N, restoring_green N⟩
```

## The Gaussian average and the long-chain limit

The recoil-free fraction is defined as the squared modulus of a characteristic function, the average of exp(ikx). The Gaussian distribution is part of this definition; it is the one that a harmonic chain has in classical equilibrium.

```lean
/-- The recoil-free fraction `|⟨exp(i k x)⟩|²` at wave number `k` for a centred Gaussian
displacement `x` with mean square `s ≥ 0`. -/
def recoilFree (k s : ℝ) : ℝ := ‖MeasureTheory.charFun (gaussianReal 0 s.toNNReal) k‖ ^ 2
```

The exponential then follows from Mathlib's formula for the Gaussian characteristic function.

```lean
/-- For a Gaussian displacement of mean square `s ≥ 0` the recoil-free fraction is
`exp(-k² s)`. -/
theorem recoilFree_eq (k : ℝ) {s : ℝ} (hs : 0 ≤ s) :
    recoilFree k s = Real.exp (-(k ^ 2 * s)) := by
  have e : (k : ℂ) * ((0 : ℝ) : ℂ) * Complex.I - ((s.toNNReal : ℝ) : ℂ) * (k : ℂ) ^ 2 / 2 =
      ((-(s * k ^ 2 / 2) : ℝ) : ℂ) := by
    rw [Real.coe_toNNReal s hs]
    push_cast
    ring
  rw [recoilFree, charFun_gaussianReal, e, Complex.norm_exp, Complex.ofReal_re,
    ← Real.exp_nat_mul]
  congr 1
  push_cast
  ring
```

The last theorem takes one set of correlations `c n` for each ring of n + 1 atoms. Here `hg` is the bound by n/12, `hs` turns it into a bound on the mean square displacement, and `squeeze_zero` traps f between zero and a decaying exponential. Applying the limit to a real absorber would require its nucleus to move like an atom of this classical one-dimensional chain, which the hypotheses do not supply.

```lean
/-- At fixed `K, T > 0` and `k ≠ 0`, the recoil-free fraction of an atom in a classical periodic
harmonic chain of `n + 1` atoms, with nearest-neighbour springs, fixed centre of mass and Gaussian
displacements, tends to zero as `n` grows. -/
theorem recoilFree_tendsto_zero {K T k : ℝ} (hK : 0 < K) (hT : 0 < T) (hk : k ≠ 0)
    (c : (n : ℕ) → ZMod (n + 1) → ℝ) (hc : ∀ n, IsThermalCorrelation K T (c n)) :
    Tendsto (fun n => recoilFree k (c n 0)) atTop (nhds 0) := by
  have ha : 0 < k ^ 2 * (T / K / 12) := by positivity
  have hlin : Tendsto (fun n : ℕ => Real.exp (-(k ^ 2 * (T / K / 12) * (n : ℝ))))
      atTop (nhds 0) :=
    Real.tendsto_exp_neg_atTop_nhds_zero.comp
      (tendsto_natCast_atTop_atTop.const_mul_atTop ha)
  refine squeeze_zero (fun n => sq_nonneg _) (fun n => ?_) hlin
  -- the mean square displacement is at least T n / (12 K)
  have hn : (0 : ℝ) ≤ n := Nat.cast_nonneg n
  have hg : (n : ℝ) / 12 ≤ green (n + 1) 0 := by
    rw [(lattice_poisson (n + 1)).2]
    push_cast
    rw [le_div_iff₀ (by positivity)]
    nlinarith
  have hs : T / K * ((n : ℝ) / 12) ≤ c n 0 := by
    rw [(isThermalCorrelation_iff hK.ne' (c n)).1 (hc n) 0]
    exact mul_le_mul_of_nonneg_left hg (by positivity)
  have hs0 : 0 ≤ c n 0 := le_trans (by positivity) hs
  rw [recoilFree_eq k hs0]
  apply Real.exp_le_exp.2
  have := mul_le_mul_of_nonneg_left hs (sq_nonneg k)
  linarith

end

end PeriodicChainRecoil
```

```lean
#print axioms PeriodicChainRecoil.recoilFree_tendsto_zero
```

```
'PeriodicChainRecoil.recoilFree_tendsto_zero' depends on axioms: [propext, Classical.choice, Quot.sound]
```
